# Two-body cumulant elements between uncorrelated fermion fragments without pairing amplitudes vanish

An operator belongs to fragment A here if it lies in the algebra generated by the creators and annihilators of A's modes. This admits odd operators as well as number-conserving ones. The state enters only through a complex-linear expectation functional E, written ⟨X⟩ = E(X), so neither a wavefunction nor a density operator has to be chosen.

## The identity and its conventions

Let c_p and a_p create and annihilate a fermion in mode p (a spin orbital), and let B be the complement of A in a finite set of modes. Define

γ_pr = ⟨c_p a_r⟩

Γ_pqrs = ⟨c_p c_q a_s a_r⟩

λ_pqrs = Γ_pqrs − γ_pr γ_qs + γ_ps γ_qr

The annihilators in Γ stand in reversed order, and there is no prefactor 1/2.

Assume that for every A-operator X and B-operator Y

⟨XY⟩ = ⟨X⟩⟨Y⟩ and ⟨YX⟩ = ⟨Y⟩⟨X⟩,

that ⟨c_p⟩ = ⟨a_p⟩ = 0 for every mode, and that ⟨c_p c_q⟩ = 0 for p and q on the same fragment. Physically, the fragments are uncorrelated, no single-fermion amplitude exists, and neither fragment carries a pairing amplitude (the meaning of "unpaired" in the code comments; closed-shell fragments of fixed particle number are included). Then

λ_pqrs = 0 whenever p, q, r, s do not all lie on one fragment.

If both fragments have nonzero mean particle number, some p in A and q in B still give Γ_pqpq = γ_pp γ_qq ≠ 0.

## Mixed blocks in a density-matrix code

For a product state of non-interacting fragments that meets these conditions, a code that stores λ in fragment-localised orbitals can leave out all mixed blocks. If both fragments are occupied, the mixed blocks of Γ are not all zero, so a code that works with Γ must store them or rebuild them from γ.

The identity also gives a check on a cumulant routine. Build Γ and γ for such a state and inspect the mixed block of λ. A wrong sign on the exchange product, for example, leaves −2 γ_ps γ_qr in elements with p, s on one fragment and q, r on the other.

## Seven placements of the indices

The anticommutation relations are

c_p c_q + c_q c_p = 0, a_p a_q + a_q a_p = 0, c_p a_q + a_q c_p = δ_pq.

First, γ has no elements between fragments. For p and q on different fragments, factorization in the appropriate order gives

γ_pq = ⟨c_p⟩⟨a_q⟩ = 0.

Now take p in A. At least one of q, r, s lies in B, which leaves seven cases.

In four of them one operator is alone on its fragment, and Γ vanishes:

- Only s in B: Γ_pqrs = −⟨c_p c_q a_r⟩⟨a_s⟩ = 0, with γ_qs = γ_ps = 0.
- Only r in B: Γ_pqrs = ⟨c_p c_q a_s⟩⟨a_r⟩ = 0, with γ_pr = γ_qr = 0.
- Only q in B: Γ_pqrs = −⟨c_q⟩⟨c_p a_s a_r⟩ = 0, with γ_qs = γ_qr = 0.
- q, r, s in B: Γ_pqrs = ⟨c_p⟩⟨c_q a_s a_r⟩ = 0, with γ_pr = γ_ps = 0.

In each case the listed zeros remove both products of γ, so λ_pqrs = 0.

If r and s are in B and q is in A, both creators sit on one fragment:

Γ_pqrs = ⟨c_p c_q⟩⟨a_s a_r⟩ = 0, with γ_pr = γ_ps = 0.

If q and s are in B and r is in A, then q ≠ r, and two exchanges give the direct term:

c_p c_q a_s a_r = −c_p c_q a_r a_s = (c_p a_r)(c_q a_s)

Γ_pqrs = γ_pr γ_qs, with γ_ps = 0.

If q and r are in B and s is in A, then q ≠ s, and one exchange gives the exchange term:

c_p c_q a_s a_r = −(c_p a_s)(c_q a_r)

Γ_pqrs = −γ_ps γ_qr, with γ_pr = 0.

In the last two cases the definition of λ subtracts exactly what Γ contains. For p in B, the same argument applies with A and B interchanged.

For the occupations, N_A = Σ γ_pp over A and N_B = Σ γ_qq over B. If both are nonzero, each sum has a nonzero term. With those p and q, setting r = p and s = q in λ_pqrs = 0 gives

Γ_pqpq = γ_pp γ_qq − γ_pq γ_qp = γ_pp γ_qq ≠ 0.

## The statements and proofs in Lean

The modes form the type `ι`, and the operators live in a complex algebra `R`. `IsCAR` holds the anticommutation relations, `fragmentAlgebra` defines a fragment's operators, and `Uncorrelated` collects the assumptions on `E`. The quantities γ, Γ and λ are `rdm1`, `rdm2` and `cumulant2`, with the index order used above.

`rdm1_cross` proves that γ has no mixed elements. `cumulant2_of_mem` treats p in A: three `by_cases` splits produce eight branches, one of which contradicts `hmix`, and the others are the seven cases. Where reordering is needed, an equation `e` records it; `hE.factor` or `hE.factor'` then splits the expectation, and `ring` finishes the arithmetic.

`cumulant2_mixed_eq_zero` is the main theorem. Its hypotheses `hA` and `hB` say that some index is in A and some index is not; `Uncorrelated.symm` supplies the interchange of fragments. `exists_rdm2_mixed_ne_zero` extracts nonzero terms from the two particle-number sums and applies the vanishing cumulant.

`uncorrelated_witness` gives an example with two filled Jordan-Wigner modes, one per fragment. An induction over the generated algebra shows that operators of one fragment preserve the occupation of the other. In the matrix product for `filled (X * Y)`, only the filled intermediate state then survives, which gives factorization.

```lean
import Mathlib

namespace FragmentCumulants

variable {ι R : Type*} [Fintype ι] [DecidableEq ι] [Ring R] [Algebra ℂ R]

/-- The canonical anticommutation relations for creators `c p` and annihilators `a p`. -/
structure IsCAR (c a : ι → R) : Prop where
  cc : ∀ p q, c p * c q + c q * c p = 0
  aa : ∀ p q, a p * a q + a q * a p = 0
  ca : ∀ p q, c p * a q + a q * c p = if p = q then 1 else 0

/-- All operators of a fragment: the algebra generated by its creators and annihilators. -/
def fragmentAlgebra (c a : ι → R) (S : Finset ι) : Subalgebra ℂ R :=
  Algebra.adjoin ℂ {x | ∃ p ∈ S, x = c p ∨ x = a p}

/-- Expectations of products of an `A`-operator and an operator of the complement factorize in
either order; single creators, single annihilators, and pairs of creators within one fragment have
zero expectation. -/
structure Uncorrelated (E : R →ₗ[ℂ] ℂ) (c a : ι → R) (A : Finset ι) : Prop where
  factor : ∀ X ∈ fragmentAlgebra c a A, ∀ Y ∈ fragmentAlgebra c a Aᶜ, E (X * Y) = E X * E Y
  factor' : ∀ X ∈ fragmentAlgebra c a A, ∀ Y ∈ fragmentAlgebra c a Aᶜ, E (Y * X) = E Y * E X
  create : ∀ p, E (c p) = 0
  annihilate : ∀ p, E (a p) = 0
  pair : ∀ p q, (p ∈ A ↔ q ∈ A) → E (c p * c q) = 0

/-- One-body density matrix `γ_pq = ⟨c_p a_q⟩`. -/
def rdm1 (E : R →ₗ[ℂ] ℂ) (c a : ι → R) (p q : ι) : ℂ := E (c p * a q)

/-- Two-body density matrix `⟨c_p c_q a_s a_r⟩`. -/
def rdm2 (E : R →ₗ[ℂ] ℂ) (c a : ι → R) (p q r s : ι) : ℂ := E (c p * c q * a s * a r)

/-- Two-body cumulant: the two-body density matrix minus its antisymmetrized one-body part. -/
def cumulant2 (E : R →ₗ[ℂ] ℂ) (c a : ι → R) (p q r s : ι) : ℂ :=
  rdm2 E c a p q r s - rdm1 E c a p r * rdm1 E c a q s + rdm1 E c a p s * rdm1 E c a q r

variable {E : R →ₗ[ℂ] ℂ} {c a : ι → R} {A : Finset ι} {p q r s : ι}

/-- The two fragments play interchangeable roles. -/
theorem Uncorrelated.symm (hE : Uncorrelated E c a A) : Uncorrelated E c a Aᶜ :=
  ⟨fun X hX Y hY => hE.factor' Y (by rwa [compl_compl] at hY) X hX,
    fun X hX Y hY => hE.factor Y (by rwa [compl_compl] at hY) X hX, hE.create, hE.annihilate,
    fun p q hpq => hE.pair p q (by simpa only [Finset.mem_compl, not_iff_not] using hpq)⟩

/-- The one-body density matrix has no elements between uncorrelated fragments. -/
theorem rdm1_cross (hE : Uncorrelated E c a A) (hpq : ¬(p ∈ A ↔ q ∈ A)) :
    rdm1 E c a p q = 0 := by
  unfold rdm1
  by_cases hp : p ∈ A
  · have hq : q ∈ Aᶜ := Finset.mem_compl.mpr (by tauto)
    rw [hE.factor _ (Algebra.subset_adjoin ⟨p, hp, Or.inl rfl⟩) _
      (Algebra.subset_adjoin ⟨q, hq, Or.inr rfl⟩), hE.create, zero_mul]
  · have hq : q ∈ A := by tauto
    rw [hE.factor' _ (Algebra.subset_adjoin ⟨q, hq, Or.inr rfl⟩) _
      (Algebra.subset_adjoin ⟨p, Finset.mem_compl.mpr hp, Or.inl rfl⟩), hE.create, zero_mul]

/-- For uncorrelated, unpaired fragments, a two-body cumulant element vanishes if its first index
lies on `A` and some other index does not. -/
theorem cumulant2_of_mem (h : IsCAR c a) (hE : Uncorrelated E c a A) (hp : p ∈ A)
    (hmix : q ∉ A ∨ r ∉ A ∨ s ∉ A) : cumulant2 E c a p q r s = 0 := by
  have mc : ∀ {x : ι} {U : Finset ι}, x ∈ U → c x ∈ fragmentAlgebra c a U :=
    fun hx => Algebra.subset_adjoin ⟨_, hx, Or.inl rfl⟩
  have ma : ∀ {x : ι} {U : Finset ι}, x ∈ U → a x ∈ fragmentAlgebra c a U :=
    fun hx => Algebra.subset_adjoin ⟨_, hx, Or.inr rfl⟩
  have k : ∀ x, x ∉ A → x ∈ Aᶜ := fun _ hx => Finset.mem_compl.mpr hx
  have cross : ∀ x y, ¬(x ∈ A ↔ y ∈ A) → rdm1 E c a x y = 0 := fun _ _ => rdm1_cross hE
  have sa : a s * a r = -(a r * a s) := eq_neg_of_add_eq_zero_left (h.aa s r)
  have ca : ∀ x y, x ≠ y → c x * a y = -(a y * c x) := fun x y hxy =>
    eq_neg_of_add_eq_zero_left (by rw [h.ca, if_neg hxy])
  unfold cumulant2 rdm2
  by_cases hq : q ∈ A <;> by_cases hr : r ∈ A <;> by_cases hs : s ∈ A
  · simp [hq, hr, hs] at hmix
  · have e : c p * c q * a s * a r = -(c p * c q * a r * a s) := by
      rw [mul_assoc (c p * c q), sa]; noncomm_ring
    rw [e, map_neg, hE.factor _ (mul_mem (mul_mem (mc hp) (mc hq)) (ma hr)) _ (ma (k s hs)),
      hE.annihilate, cross q s (by simp [hq, hs]), cross p s (by simp [hp, hs])]
    ring
  · rw [hE.factor _ (mul_mem (mul_mem (mc hp) (mc hq)) (ma hs)) _ (ma (k r hr)),
      hE.annihilate, cross p r (by simp [hp, hr]), cross q r (by simp [hq, hr])]
    ring
  · -- both creators on one fragment: a pair expectation
    rw [mul_assoc (c p * c q), hE.factor _ (mul_mem (mc hp) (mc hq)) _
      (mul_mem (ma (k s hs)) (ma (k r hr))), hE.pair p q (iff_of_true hp hq),
      cross p r (by simp [hp, hr]), cross p s (by simp [hp, hs])]
    ring
  · have e : c p * c q * a s * a r = -(c q * (c p * a s * a r)) := by
      rw [eq_neg_of_add_eq_zero_left (h.cc p q)]; noncomm_ring
    rw [e, map_neg, hE.factor' _ (mul_mem (mul_mem (mc hp) (ma hs)) (ma hr)) _ (mc (k q hq)),
      hE.create, cross q s (by simp [hq, hs]), cross q r (by simp [hq, hr])]
    ring
  · -- direct term
    have e : c p * c q * a s * a r = c p * a r * (c q * a s) := by
      calc c p * c q * a s * a r = c p * c q * (a s * a r) := mul_assoc _ _ _
        _ = -(c p * (c q * a r) * a s) := by rw [sa]; noncomm_ring
        _ = _ := by rw [ca q r fun e => hq (e ▸ hr)]; noncomm_ring
    rw [e, hE.factor _ (mul_mem (mc hp) (ma hr)) _ (mul_mem (mc (k q hq)) (ma (k s hs))),
      cross p s (by simp [hp, hs])]
    simp only [rdm1]
    ring
  · -- exchange term
    have e : c p * c q * a s * a r = -(c p * a s * (c q * a r)) := by
      rw [mul_assoc (c p) (c q), ca q s fun e => hq (e ▸ hs)]; noncomm_ring
    rw [e, map_neg, hE.factor _ (mul_mem (mc hp) (ma hs)) _
      (mul_mem (mc (k q hq)) (ma (k r hr))), cross p r (by simp [hp, hr])]
    simp only [rdm1]
    ring
  · have e : c p * c q * a s * a r = c p * (c q * a s * a r) := by simp only [mul_assoc]
    rw [e, hE.factor _ (mc hp) _ (mul_mem (mul_mem (mc (k q hq)) (ma (k s hs))) (ma (k r hr))),
      hE.create, cross p r (by simp [hp, hr]), cross p s (by simp [hp, hs])]
    ring

/-- For uncorrelated, unpaired fragments, every two-body cumulant element with indices on both
fragments vanishes. -/
theorem cumulant2_mixed_eq_zero (h : IsCAR c a) (hE : Uncorrelated E c a A)
    (hA : p ∈ A ∨ q ∈ A ∨ r ∈ A ∨ s ∈ A) (hB : p ∉ A ∨ q ∉ A ∨ r ∉ A ∨ s ∉ A) :
    cumulant2 E c a p q r s = 0 := by
  by_cases hp : p ∈ A
  · exact cumulant2_of_mem h hE hp (by tauto)
  · exact cumulant2_of_mem h hE.symm (Finset.mem_compl.mpr hp)
      (by simp only [Finset.mem_compl, not_not]; tauto)

/-- If two uncorrelated fragments both have nonzero mean particle number, some two-body density
matrix element with indices on both is nonzero; it is a product of two occupations. -/
theorem exists_rdm2_mixed_ne_zero (h : IsCAR c a) (hE : Uncorrelated E c a A)
    (hNA : E (∑ p ∈ A, c p * a p) ≠ 0) (hNB : E (∑ q ∈ Aᶜ, c q * a q) ≠ 0) :
    ∃ p ∈ A, ∃ q ∈ Aᶜ, rdm2 E c a p q p q = rdm1 E c a p p * rdm1 E c a q q ∧
      rdm2 E c a p q p q ≠ 0 := by
  rw [map_sum] at hNA hNB
  obtain ⟨p, hp, hp0⟩ := Finset.exists_ne_zero_of_sum_ne_zero hNA
  obtain ⟨q, hq, hq0⟩ := Finset.exists_ne_zero_of_sum_ne_zero hNB
  have hq' := Finset.mem_compl.mp hq
  have k := cumulant2_of_mem h hE (q := q) (r := p) (s := q) hp (Or.inl hq')
  unfold cumulant2 at k
  rw [rdm1_cross hE (p := p) (q := q) (by simp [hp, hq'])] at k
  have e : rdm2 E c a p q p q = rdm1 E c a p p * rdm1 E c a q q := by linear_combination k
  exact ⟨p, hp, q, hq, e, by rw [e]; exact mul_ne_zero hp0 hq0⟩

/-- Jordan-Wigner annihilators of two modes, with integer entries. -/
def jw : Fin 2 → Matrix (Fin 4) (Fin 4) ℤ :=
  ![!![0, 0, 1, 0; 0, 0, 0, 1; 0, 0, 0, 0; 0, 0, 0, 0],
    !![0, 1, 0, 0; 0, 0, 0, 0; 0, 0, 0, -1; 0, 0, 0, 0]]

/-- The annihilators as complex matrices. -/
noncomputable def jwA (p : Fin 2) : Matrix (Fin 4) (Fin 4) ℂ :=
  (Int.castRingHom ℂ).mapMatrix (jw p)

/-- The creators as complex matrices. -/
noncomputable def jwC (p : Fin 2) : Matrix (Fin 4) (Fin 4) ℂ :=
  (Int.castRingHom ℂ).mapMatrix (jw p).transpose

/-- Expectation in the state with both modes filled. -/
noncomputable def filled : Matrix (Fin 4) (Fin 4) ℂ →ₗ[ℂ] ℂ where
  toFun M := M 3 3
  map_add' _ _ := rfl
  map_smul' _ _ := rfl

/-- Two filled Jordan-Wigner modes, one per fragment, satisfy the anticommutation relations and
are uncorrelated, with occupation one each. -/
theorem uncorrelated_witness : IsCAR jwC jwA ∧ Uncorrelated filled jwC jwA {0} ∧
    ∀ p, rdm1 filled jwC jwA p p = 1 := by
  have ev : ∀ M : Matrix (Fin 4) (Fin 4) ℤ,
      filled ((Int.castRingHom ℂ).mapMatrix M) = ((M 3 3 : ℤ) : ℂ) := fun _ => rfl
  -- a fragment's operators do not change the occupation `f` of the other fragment
  have sp : ∀ (f : Fin 4 → ℕ) (S : Finset (Fin 2)),
      (∀ p ∈ S, ∀ i j, f i ≠ f j → jw p i j = 0) →
      ∀ X ∈ fragmentAlgebra jwC jwA S, ∀ i j, f i ≠ f j → X i j = 0 := by
    intro f S hf X hX
    unfold fragmentAlgebra at hX
    induction hX using Algebra.adjoin_induction with
    | mem X h =>
      obtain ⟨p, hp, rfl | rfl⟩ := h <;> intro i j hij
      · simp [jwC, hf p hp j i hij.symm]
      · simp [jwA, hf p hp i j hij]
    | algebraMap t =>
      intro i j hij
      have hne : i ≠ j := fun e => hij (congrArg f e)
      simp [Matrix.algebraMap_matrix_apply, hne]
    | add X Y _ _ h1 h2 =>
      intro i j hij
      simp [h1 i j hij, h2 i j hij]
    | mul X Y _ _ h1 h2 =>
      intro i j hij
      rw [Matrix.mul_apply]
      refine Finset.sum_eq_zero fun k _ => ?_
      by_cases hk : f i = f k
      · rw [h2 k j fun e => hij (hk.trans e), mul_zero]
      · rw [h1 i k hk, zero_mul]
  have cc : ∀ p q, (jw p).transpose * (jw q).transpose +
      (jw q).transpose * (jw p).transpose = 0 := by decide +kernel
  have aa : ∀ p q, jw p * jw q + jw q * jw p = 0 := by decide +kernel
  have ca : ∀ p q, (jw p).transpose * jw q + jw q * (jw p).transpose =
      if p = q then 1 else 0 := by decide +kernel
  have d1 : ∀ p, (jw p).transpose 3 3 = 0 := by decide +kernel
  have d2 : ∀ p, jw p 3 3 = 0 := by decide +kernel
  have d3 : ∀ p q, ((jw p).transpose * (jw q).transpose) 3 3 = 0 := by decide +kernel
  have d4 : ∀ p, ((jw p).transpose * jw p) 3 3 = 1 := by decide +kernel
  have fac : ∀ X ∈ fragmentAlgebra jwC jwA {0},
      ∀ Y ∈ fragmentAlgebra jwC jwA ({0} : Finset (Fin 2))ᶜ,
      filled (X * Y) = filled X * filled Y ∧ filled (Y * X) = filled Y * filled X := by
    intro X hX Y hY
    have s0 : ∀ i j : Fin 4, i.val % 2 = j.val % 2 ∨ jw 0 i j = 0 := by
      intro i j
      fin_cases i <;> fin_cases j <;> simp [jw]
    have s1 : ∀ i j : Fin 4, i.val / 2 = j.val / 2 ∨ jw 1 i j = 0 := by
      intro i j
      fin_cases i <;> fin_cases j <;> simp [jw]
    have two : ∀ p : Fin 2, p = 0 ∨ p = 1 := by decide
    have hx := sp (fun i => i.val % 2) {0} (fun p hp i j hij => by
      rw [Finset.mem_singleton.mp hp]
      exact (s0 i j).resolve_left hij) X hX
    have hy := sp (fun i => i.val / 2) {0}ᶜ (fun p hp i j hij => by
      rw [(two p).resolve_left fun e => Finset.mem_compl.mp hp (Finset.mem_singleton.mpr e)]
      exact (s1 i j).resolve_left hij) Y hY
    constructor
    · change (X * Y) 3 3 = X 3 3 * Y 3 3
      rw [Matrix.mul_apply, Fin.sum_univ_four, hx 3 0 (by decide), hx 3 2 (by decide),
        hy 1 3 (by decide)]
      ring
    · change (Y * X) 3 3 = Y 3 3 * X 3 3
      rw [Matrix.mul_apply, Fin.sum_univ_four, hx 0 3 (by decide), hx 2 3 (by decide),
        hy 3 1 (by decide)]
      ring
  refine ⟨⟨fun p q => ?_, fun p q => ?_, fun p q => ?_⟩,
    ⟨fun X hX Y hY => (fac X hX Y hY).1, fun X hX Y hY => (fac X hX Y hY).2,
      fun p => ?_, fun p => ?_, fun p q _ => ?_⟩, fun p => ?_⟩
  · simp only [jwC]
    rw [← map_mul, ← map_mul, ← map_add, cc, map_zero]
  · simp only [jwA]
    rw [← map_mul, ← map_mul, ← map_add, aa, map_zero]
  · simp only [jwC, jwA]
    rw [← map_mul, ← map_mul, ← map_add, ca]
    split_ifs
    exacts [map_one _, map_zero _]
  · rw [jwC, ev, d1, Int.cast_zero]
  · rw [jwA, ev, d2, Int.cast_zero]
  · simp only [jwC]
    rw [← map_mul, ev, d3, Int.cast_zero]
  · simp only [rdm1, jwC, jwA]
    rw [← map_mul, ev, d4, Int.cast_one]

end FragmentCumulants
```

```lean
#print axioms FragmentCumulants.cumulant2_mixed_eq_zero
-- 'FragmentCumulants.cumulant2_mixed_eq_zero' depends on axioms: [propext, Classical.choice, Quot.sound]
#print axioms FragmentCumulants.exists_rdm2_mixed_ne_zero
-- 'FragmentCumulants.exists_rdm2_mixed_ne_zero' depends on axioms: [propext, Classical.choice, Quot.sound]
```

## Which states and codes the theorems reach

The main theorem holds for every finite set of modes and every functional satisfying the assumptions. Positivity of E and adjointness of c_p and a_p are not required, so non-Hermitian expectation functionals are allowed if they meet the conditions.

Factorization is assumed and not derived from a Hamiltonian. Distance alone does not supply it: two remote radicals coupled to a singlet are entangled, and the theorem does not apply to them. The pairing condition matters too. If both fragments had pairing amplitudes, a term ⟨c_p c_q⟩⟨a_s a_r⟩ could survive in λ as defined here.

The example establishes that the assumptions are satisfiable with both fragments occupied. Being a single determinant, it does not illustrate correlation within a fragment.

The theorems concern exact complex numbers and the stated index convention. They do not verify a program's array layout or bound its rounding errors, and they give no estimate of the mixed cumulant elements when factorization holds only approximately.
